# Softening the optical mode narrows the linear acoustic range in a two-mode model at fixed sound velocity and coupling

Suppose the square of a sound velocity is extracted from a phonon calculation by dividing the squared frequency at one small wave number $q$ by $q^2$. If an optical mode is soft, the acoustic branch may already have bent downwards at that $q$, and the quotient underestimates the stiffness. A $q$ that was small enough for one material can be too large for one with a softer optical mode. In a harmonic model with one acoustic and one optical mode, the error and the safe range can be calculated exactly.

## The bent branch and its range

In mass-scaled coordinates, with the relative phase of the two modes chosen so that their coupling is real, the dynamical matrix is

$$D(q)=\begin{pmatrix} cq^2 & gq\\ gq & K\end{pmatrix},$$

and its eigenvalues are squared frequencies. Here $c$ is the acoustic stiffness with the optical coordinate clamped, $K$ is the squared frequency of the uncoupled optical mode, and $g$ couples that mode to strain. Letting the optical coordinate relax leaves the stiffness $s=c-g^2/K$, which for $s>0$ is the square of the sound velocity. The condition $K>0$ says that the optical mode is stable, and $s>0$ that the relaxed lattice resists long-wave strain.

Let $L(q)$ be the lower eigenvalue. For $K>0$, $s>0$, $g\neq0$ and $q\ne0$, the claim is

$$0<L(q)<sq^2,\qquad \frac{L(q)-sq^2}{q^4}\to-\frac{g^2s}{K^2}\quad(q\to0).$$

The eigenvalues solve $(cq^2-\mu)(K-\mu)=g^2q^2$. Their sum is $cq^2+K$, so the upper one is $U=cq^2+K-L$. Their product is $LU=(cK-g^2)q^2=Ksq^2$.

**Bounds.** Since $c=s+g^2/K>0$, both the sum and the product are positive, hence $L>0$. Let $P(\mu)=(\mu-L)(\mu-U)=\mu^2-(cq^2+K)\mu+Ksq^2$. Then

$$P(sq^2)=s(s-c)q^4=-\frac{sg^2q^4}{K}<0,$$

so $sq^2$ lies strictly between the roots.

**Limit.** At $q=0$ the eigenvalues are $0$ and $K$, so by continuity $U\to K$ and $L/q^2=Ks/U\to s$. The product rule rearranges to $K(L-sq^2)=L(L-cq^2)$. Dividing by $Kq^4$ gives

$$\frac{L-sq^2}{q^4}=\frac1K\,\frac{L}{q^2}\left(\frac{L}{q^2}-c\right)\to\frac{s(s-c)}{K}=-\frac{g^2s}{K^2}.$$

**Range.** Allow a relative error $0<\varepsilon<1$ in the squared frequency. Substitution gives

$$P\big((1-\varepsilon)sq^2\big)=\frac{sq^2}{K}\left[\varepsilon K^2-(1-\varepsilon)(g^2+\varepsilon sK)q^2\right].$$

The trial value lies below $U$, because $L\le K$ gives $U\ge cq^2\ge sq^2$. Hence $L\ge(1-\varepsilon)sq^2$ holds exactly when $P\ge0$ there, that is, when

$$q^2\le\frac{\varepsilon K^2}{(1-\varepsilon)(g^2+\varepsilon sK)}=\frac{\varepsilon}{(1-\varepsilon)(g^2/K^2+\varepsilon s/K)}.$$

The last form shows that the bound increases with $K$ at fixed $s$ and $g$.

**Numbers.** Take $c=2$, $g=K=1$, so $s=1$ and $L=\tfrac12\big(2q^2+1-\sqrt{1+4q^4}\big)$. At $q^2=3/8$ the root is $5/4$ and $L=1/4$, which is two thirds of $sq^2=3/8$. The range formula with $\varepsilon=1/3$ returns exactly $q^2\le3/8$. Stiffening the optical mode to $K=4$ with $s=g=1$ (so $c=5/4$) raises the bound to $24/7$.

**At the edge of stability.** Weakening $s>0$ to $s\ge0$ already breaks both strict bounds: for $c=g=K=1$ one has $s=0$ and $L(q)=0$ at every $q$.

## The model and its eigenvalues in Lean

```lean
import Mathlib

open Matrix Filter Topology

namespace AcousticOpticCoupling

noncomputable section
```

All parameters and the wave number are real numbers.

```lean
/-- The dynamical matrix at wave number `q`: an acoustic mode `c q²` and an optical mode `K`,
coupled by `g q`. -/
def dynMatrix (c g K q : ℝ) : Matrix (Fin 2) (Fin 2) ℝ :=
  !![c * q ^ 2, g * q; g * q, K]
```

The matrix keeps only the leading power of $q$ in each entry. A $q^4$ term in the acoustic entry, for example, would alter the quartic coefficient. The model also has no Brillouin-zone periodicity and no long-range electrostatic terms.

```lean
/-- The lower root of the secular equation of the dynamical matrix. -/
def acousticBranch (c g K q : ℝ) : ℝ :=
  (c * q ^ 2 + K - √((K - c * q ^ 2) ^ 2 + 4 * g ^ 2 * q ^ 2)) / 2
```

`acousticBranch` is $L(q)$, given by the root formula; that it is the lowest eigenvalue is proved below.

```lean
/-- The stiffness `s = c - g²/K` left after the optical mode has relaxed, for `K ≠ 0`. -/
def relaxedStiffness (c g K : ℝ) : ℝ := c - g ^ 2 / K

/-- The bound `ε K² / ((1 - ε)(g² + ε s K))` on `q²`, for `s, K > 0` and `0 < ε < 1`. -/
def linearRange (s g K ε : ℝ) : ℝ :=
  ε * K ^ 2 / ((1 - ε) * (g ^ 2 + ε * s * K))
```

`linearRange` bounds $q^2$, not $q$, and takes $s$ as an independent argument, so that $K$ can vary while $s$ stays fixed.

```lean
/-- A number `μ` is an eigenvalue of the dynamical matrix exactly when it solves the
secular equation. -/
theorem eigenvalue_iff (c g K q μ : ℝ) :
    (∃ v : Fin 2 → ℝ, v ≠ 0 ∧ dynMatrix c g K q *ᵥ v = μ • v) ↔
      (c * q ^ 2 - μ) * (K - μ) = g ^ 2 * q ^ 2 := by
  have key : ∀ v : Fin 2 → ℝ, !![c * q ^ 2 - μ, g * q; g * q, K - μ] *ᵥ v = 0 ↔
      dynMatrix c g K q *ᵥ v = μ • v := by
    intro v
    simp only [funext_iff, Fin.forall_fin_two]
    simp [dynMatrix, Matrix.mulVec, dotProduct, Fin.sum_univ_two]
    constructor <;> rintro ⟨h1, h2⟩ <;> constructor <;> linarith
  have h := Matrix.exists_mulVec_eq_zero_iff
    (M := !![c * q ^ 2 - μ, g * q; g * q, K - μ])
  simp only [key, Matrix.det_fin_two_of] at h
  rw [← sub_eq_zero, show (c * q ^ 2 - μ) * (K - μ) - g ^ 2 * q ^ 2
    = (c * q ^ 2 - μ) * (K - μ) - g * q * (g * q) by ring, ← h]
```

An eigenvalue is a number with a nonzero eigenvector. The step `key` rewrites $Dv=\mu v$ as $(D-\mu)v=0$, and Mathlib's determinant criterion turns this into the secular equation.

```lean
/-- The acoustic branch solves the secular equation. -/
theorem acousticBranch_secular (c g K q : ℝ) :
    (c * q ^ 2 - acousticBranch c g K q) * (K - acousticBranch c g K q) = g ^ 2 * q ^ 2 := by
  have hr := Real.sq_sqrt
    (show 0 ≤ (K - c * q ^ 2) ^ 2 + 4 * g ^ 2 * q ^ 2 by positivity)
  unfold acousticBranch
  linear_combination hr / 4
```

The radicand is a sum of squares, so squaring the root returns it; the rest is algebra.

```lean
/-- The acoustic branch is the lowest eigenvalue of the dynamical matrix. -/
theorem acousticBranch_isLeast (c g K q : ℝ) :
    IsLeast {μ : ℝ | ∃ v : Fin 2 → ℝ, v ≠ 0 ∧ dynMatrix c g K q *ᵥ v = μ • v}
      (acousticBranch c g K q) := by
  refine ⟨(eigenvalue_iff c g K q _).2 (acousticBranch_secular c g K q), ?_⟩
  intro μ hμ
  have h := (eigenvalue_iff c g K q μ).1 hμ
  -- the distance of any root from the mean is half the square root of the discriminant
  have h1 := Real.abs_le_sqrt (show (c * q ^ 2 + K - 2 * μ) ^ 2 ≤
    (K - c * q ^ 2) ^ 2 + 4 * g ^ 2 * q ^ 2 by linarith)
  have h2 := le_abs_self (c * q ^ 2 + K - 2 * μ)
  unfold acousticBranch
  linarith
```

`IsLeast` says that $L$ is an eigenvalue and that no eigenvalue is smaller. Every root satisfies $(cq^2+K-2\mu)^2=(K-cq^2)^2+4g^2q^2$, so $cq^2+K-2\mu$ is at most the square root, which gives $L\le\mu$.

## Bounds and long-wave limits

```lean
/-- For `K ≠ 0`, the relaxed stiffness times `K` is the determinant `c K - g²`. -/
theorem mul_relaxedStiffness (c g : ℝ) {K : ℝ} (hK : K ≠ 0) :
    K * relaxedStiffness c g K = c * K - g ^ 2 := by
  have h : g ^ 2 / K * K = g ^ 2 := div_mul_cancel₀ _ hK
  unfold relaxedStiffness
  linear_combination -h

/-- For `K ≠ 0`, the product of the two branches is `K s q²`; the upper branch is written as
the trace minus the lower one. -/
theorem branch_product (c g q : ℝ) {K : ℝ} (hK : K ≠ 0) :
    acousticBranch c g K q * (c * q ^ 2 + K - acousticBranch c g K q) =
      K * relaxedStiffness c g K * q ^ 2 := by
  linear_combination -(acousticBranch_secular c g K q) - q ^ 2 * mul_relaxedStiffness c g hK
```

These are $Ks=cK-g^2$ and $LU=Ksq^2$, with $U$ written out as trace minus $L$.

```lean
/-- For `K > 0`, `g ≠ 0`, `s > 0` and `q ≠ 0`, the acoustic branch is positive and lies strictly
below the parabola `s q²`. -/
theorem acousticBranch_bounds {c g K q : ℝ} (hK : 0 < K) (hg : g ≠ 0)
    (hs : 0 < relaxedStiffness c g K) (hq : q ≠ 0) :
    0 < acousticBranch c g K q ∧
      acousticBranch c g K q < relaxedStiffness c g K * q ^ 2 := by
  have hp := branch_product c g q hK.ne'
  have hm := mul_relaxedStiffness c g hK.ne'
  have h2 : 2 * acousticBranch c g K q ≤ c * q ^ 2 + K := by
    unfold acousticBranch
    linarith [Real.sqrt_nonneg ((K - c * q ^ 2) ^ 2 + 4 * g ^ 2 * q ^ 2)]
  have hc : 0 < c := by
    have h := div_nonneg (sq_nonneg g) hK.le
    unfold relaxedStiffness at hs
    linarith
  have hA : 0 < c * q ^ 2 := by positivity
  set S := relaxedStiffness c g K
  set L := acousticBranch c g K q
  constructor
  · by_contra hn
    have hn' : L ≤ 0 := not_lt.1 hn
    have h3 : 0 < K * S * q ^ 2 := by positivity
    have h4 : 0 ≤ -L * (c * q ^ 2 + K - L) := mul_nonneg (by linarith) (by linarith)
    linarith
  · by_contra hn
    have hn' : S * q ^ 2 ≤ L := not_lt.1 hn
    -- the secular polynomial is negative at `s q²`, which therefore lies between the roots
    have h3 : 0 ≤ K * ((L - S * q ^ 2) * (c * q ^ 2 + K - L - S * q ^ 2)) :=
      mul_nonneg hK.le (mul_nonneg (by linarith) (by linarith))
    have h4 : K * ((L - S * q ^ 2) * (c * q ^ 2 + K - L - S * q ^ 2)) =
        -(S * g ^ 2 * q ^ 4) := by
      linear_combination K * hp + S * q ^ 4 * hm
    have h5 : 0 < S * g ^ 2 * q ^ 4 := by positivity
    linarith
```

Both halves argue by contradiction. If $L\le0$, then $U\geq 0$ and the product could not be positive. If $sq^2\le L$, then $sq^2\le U$ as well, so $P(sq^2)\ge0$, against the negative value in `h4`, which is $K\,P(sq^2)$.

```lean
/-- For `K > 0`, the ratio of the acoustic branch to `q²` tends to the relaxed stiffness in the
long-wave limit. -/
theorem acousticBranch_quadratic_limit (c g : ℝ) {K : ℝ} (hK : 0 < K) :
    Tendsto (fun q => acousticBranch c g K q / q ^ 2) (𝓝[≠] 0)
      (𝓝 (relaxedStiffness c g K)) := by
  have hcont : Continuous (fun q => c * q ^ 2 + K - acousticBranch c g K q) := by
    unfold acousticBranch
    fun_prop
  have h0 : acousticBranch c g K 0 = 0 := by
    simp [acousticBranch, Real.sqrt_sq hK.le]
  -- the upper branch tends to `K`
  have hden : Tendsto (fun q => c * q ^ 2 + K - acousticBranch c g K q) (𝓝[≠] 0) (𝓝 K) := by
    have h : Tendsto (fun q => c * q ^ 2 + K - acousticBranch c g K q) (𝓝 0) (𝓝 K) := by
      have h1 := hcont.tendsto 0
      simpa [h0] using h1
    exact h.mono_left nhdsWithin_le_nhds
  have hlim := (tendsto_const_nhds (x := K * relaxedStiffness c g K)).div hden hK.ne'
  rw [mul_div_cancel_left₀ _ hK.ne'] at hlim
  refine hlim.congr' ?_
  filter_upwards [self_mem_nhdsWithin, hden.eventually_ne hK.ne'] with q hq hd
  have hq' : q ≠ 0 := hq
  have hp := branch_product c g q hK.ne'
  exact (div_eq_div_iff hd (pow_ne_zero 2 hq')).2 (by linear_combination -hp)
```

The filter `𝓝[≠] 0` means $q\to0$ with $q\ne0$. `hden` is $U\to K$, and `congr'` replaces $Ks/U$ by $L/q^2$ near zero.

```lean
/-- For `K > 0`, the deviation of the acoustic branch from `s q²`, divided by `q⁴`, tends to
`-g² s / K²` in the long-wave limit. -/
theorem acousticBranch_quartic_limit (c g : ℝ) {K : ℝ} (hK : 0 < K) :
    Tendsto (fun q => (acousticBranch c g K q - relaxedStiffness c g K * q ^ 2) / q ^ 4)
      (𝓝[≠] 0) (𝓝 (-(g ^ 2 * relaxedStiffness c g K) / K ^ 2)) := by
  have h := acousticBranch_quadratic_limit c g hK
  have h2 := (h.mul (h.sub_const c)).div_const K
  have e : relaxedStiffness c g K * (relaxedStiffness c g K - c) / K =
      -(g ^ 2 * relaxedStiffness c g K) / K ^ 2 := by
    rw [div_eq_div_iff hK.ne' (pow_ne_zero 2 hK.ne')]
    linear_combination relaxedStiffness c g K * K * mul_relaxedStiffness c g hK.ne'
  rw [e] at h2
  refine h2.congr' ?_
  filter_upwards [self_mem_nhdsWithin] with q hq
  have hq' : q ≠ 0 := hq
  have hp := branch_product c g q hK.ne'
  -- the secular equation in the form `K (L - s q²) = L (L - c q²)`
  have h3 : acousticBranch c g K q - relaxedStiffness c g K * q ^ 2 =
      acousticBranch c g K q * (acousticBranch c g K q - c * q ^ 2) / K := by
    rw [eq_div_iff hK.ne']
    linear_combination hp
  rw [h3]
  field_simp
```

The quadratic limit is inserted into $(L/q^2)(L/q^2-c)/K$; `e` simplifies the limiting value and `h3` is the rearranged product rule. Both limits need only $K>0$, whatever the sign of $s$.

## The exact range and its dependence on $K$

```lean
/-- For `K, s > 0`, `0 < ε < 1` and `q ≠ 0`, the acoustic branch stays within the relative
tolerance `ε` below `s q²` exactly when `q²` does not exceed `linearRange`. -/
theorem within_tolerance_iff {c g K q ε : ℝ} (hK : 0 < K)
    (hs : 0 < relaxedStiffness c g K) (hε : 0 < ε) (hε1 : ε < 1) (hq : q ≠ 0) :
    (1 - ε) * (relaxedStiffness c g K * q ^ 2) ≤ acousticBranch c g K q ↔
      q ^ 2 ≤ linearRange (relaxedStiffness c g K) g K ε := by
  have hp := branch_product c g q hK.ne'
  have hm := mul_relaxedStiffness c g hK.ne'
  have hLK : acousticBranch c g K q ≤ K := by
    have h1 := Real.abs_le_sqrt (show (c * q ^ 2 - K) ^ 2 ≤
      (K - c * q ^ 2) ^ 2 + 4 * g ^ 2 * q ^ 2 by nlinarith [sq_nonneg (g * q)])
    have h2 := le_abs_self (c * q ^ 2 - K)
    unfold acousticBranch
    linarith
  have hSc : relaxedStiffness c g K ≤ c := by
    have h := div_nonneg (sq_nonneg g) hK.le
    unfold relaxedStiffness
    linarith
  set S := relaxedStiffness c g K
  set L := acousticBranch c g K q
  have hSq : 0 < S * q ^ 2 := by positivity
  have hden : 0 < (1 - ε) * (g ^ 2 + ε * S * K) :=
    mul_pos (sub_pos.2 hε1) (by positivity)
  -- the trial value lies below the upper branch
  have hU : (1 - ε) * (S * q ^ 2) < c * q ^ 2 + K - L := by
    have h1 := mul_le_mul_of_nonneg_right hSc (sq_nonneg q)
    have h2 := mul_pos hε hSq
    linarith
  have key : K * ((L - (1 - ε) * (S * q ^ 2)) *
      (c * q ^ 2 + K - L - (1 - ε) * (S * q ^ 2))) =
      S * q ^ 2 * (ε * K ^ 2 - q ^ 2 * ((1 - ε) * (g ^ 2 + ε * S * K))) := by
    linear_combination K * hp + S * (1 - ε) * q ^ 4 * hm
  rw [linearRange, le_div_iff₀ hden]
  constructor
  · intro h
    have h1 := mul_nonneg hK.le (mul_nonneg (sub_nonneg.2 h) (sub_pos.2 hU).le)
    rw [key] at h1
    exact sub_nonneg.1 (nonneg_of_mul_nonneg_right h1 hSq)
  · intro h
    by_contra hn
    have h1 := mul_pos hK (mul_pos (sub_pos.2 (not_le.1 hn)) (sub_pos.2 hU))
    have h2 := mul_nonneg hSq.le (sub_nonneg.2 h)
    linarith
```

`hU` places the trial value below $U$, and `key` is the factorised $P$ multiplied by $K$. The two directions then compare signs. The case $g=0$ is allowed, but there `acousticBranch` is the smaller of $cq^2$ and $K$: the uncoupled acoustic mode never bends, and the bound $K/((1-\varepsilon)s)$ only reflects that the optical level has become the lower one beyond the crossing.

```lean
/-- At fixed `s > 0`, `g` and tolerance `0 < ε < 1`, a softer optical mode (smaller `K > 0`)
gives a strictly smaller `linearRange`. -/
theorem linearRange_strictMono {s g K₁ K₂ ε : ℝ} (hs : 0 < s) (hε : 0 < ε) (hε1 : ε < 1)
    (hK : 0 < K₁) (h12 : K₁ < K₂) : linearRange s g K₁ ε < linearRange s g K₂ ε := by
  have hK2 : 0 < K₂ := hK.trans h12
  have h1 : 0 < 1 - ε := sub_pos.2 hε1
  have h2 : 0 < K₂ - K₁ := sub_pos.2 h12
  have hp : 0 < ε * (1 - ε) * (K₂ - K₁) *
      (g ^ 2 * (K₂ + K₁) + ε * s * K₁ * K₂) :=
    mul_pos (mul_pos (mul_pos hε h1) h2) (by positivity)
  unfold linearRange
  rw [div_lt_div_iff₀ (mul_pos h1 (by positivity)) (mul_pos h1 (by positivity))]
  linarith

end

end AcousticOpticCoupling
```

Cross-multiplying the two fractions leaves the difference

$$\varepsilon(1-\varepsilon)(K_2-K_1)\left[g^2(K_1+K_2)+\varepsilon sK_1K_2\right],$$

which `hp` shows to be positive. Within this two-mode model, the largest wave number that meets a given tolerance therefore depends on the optical frequency and the coupling as well as on the relaxed stiffness.

```lean
#print axioms AcousticOpticCoupling.acousticBranch_bounds
#print axioms AcousticOpticCoupling.acousticBranch_quartic_limit
#print axioms AcousticOpticCoupling.within_tolerance_iff
#print axioms AcousticOpticCoupling.linearRange_strictMono
```

```
'AcousticOpticCoupling.acousticBranch_bounds' depends on axioms: [propext, Classical.choice, Quot.sound]
'AcousticOpticCoupling.acousticBranch_quartic_limit' depends on axioms: [propext, Classical.choice, Quot.sound]
'AcousticOpticCoupling.within_tolerance_iff' depends on axioms: [propext, Classical.choice, Quot.sound]
'AcousticOpticCoupling.linearRange_strictMono' depends on axioms: [propext, Classical.choice, Quot.sound]
```
